# In a real orbital basis, time reversal carries Sternheimer solutions to the reversed exchange field

Take one orbital and an exchange field $b$ along $z$. The equation $(b\sigma_z-e)x=y$, with $e$ real, reads

$$(b-e)x_0=y_0,\qquad(-b-e)x_1=y_1,$$

where 0 is spin up and 1 is spin down. Conjugate both lines, exchange them, and change the sign of the one that came from spin up. The result is the same equation in the field $-b$, solved by $\Theta x=(\bar x_1,-\bar x_0)$ with source $\Theta y=(\bar y_1,-\bar y_0)$.

## From one orbital to spin-orbit coupling

For several orbitals, let

$$H(b)=h\otimes1+\sum_k(i a_k+b_k)\otimes\sigma_k,\qquad S=s\otimes1,$$

with $h,a_k,b_k,s$ real matrices and $k=0,1,2$ standing for $x,y,z$. Here $h$ is the spin-independent part of the Hamiltonian and $s$ the orbital overlap; a magnetic vector potential, which would give $h$ an imaginary part, is left out. The imaginary matrices $ia_k$ represent spin-orbit coupling, since orbital angular momentum is imaginary in real orbitals; $b_k$ is the exchange field.

Put $U=i\sigma_y$ and $\Theta v=(1\otimes U)\bar v$. Since $\sigma_x,\sigma_z$ are real and anticommute with $U$, while $\sigma_y$ is imaginary and commutes with it, $U\bar\sigma_k=-\sigma_kU$ for every $k$. Therefore

$$\Theta\,[(ia_k+b_k)\otimes\sigma_k]\,v=-[(-ia_k+b_k)\otimes\sigma_k]\,\Theta v=[(ia_k-b_k)\otimes\sigma_k]\,\Theta v .$$

Spin-orbit coupling survives and the exchange field changes sign. The terms $h\otimes1$ and $S$ commute with $\Theta$, and a complex energy $z$ is conjugated:

$$\Theta(H(b)-zS)x=(H(-b)-\bar zS)\Theta x .$$

So $(H(b)-zS)x=y$ implies $(H(-b)-\bar zS)\Theta x=\Theta y$. Conversely, the second equation says $\Theta(H(b)-zS)x=\Theta y$. Applying $\Theta$ again, with $\Theta^2=-1$ because $U$ is real and $U^2=-1$, gives the first. For real $z=e$ the energy is unchanged.

Finally, $H(-b)-H(b)=-2\sum_kb_k\otimes\sigma_k$. Its up-up block is $-2b_2$ and its up-down block is $-2(b_0-ib_1)$. Both vanish only if all three real matrices do.

## The Hamiltonian and its field dependence

In Lean 4 with Mathlib:

```lean
import Mathlib

open Matrix
open scoped Kronecker ComplexConjugate

namespace NoncollinearSternheimer

noncomputable section

/-- The Pauli matrices, numbered 0, 1, 2 for x, y, z. -/
def pauli : Fin 3 → Matrix (Fin 2) (Fin 2) ℂ :=
  ![!![0, 1; 1, 0], !![0, -Complex.I; Complex.I, 0], !![1, 0; 0, -1]]
```

Vectors are functions on `n × Fin 2`, orbital times spin. Real matrices are embedded in the complex ones, so the reality conditions are built into the types.

```lean
variable {n : Type*}

/-- The noncollinear Hamiltonian `h ⊗ 1 + ∑ (i a_k + b_k) ⊗ σ_k`, with real matrices `h`,
`a_k` (spin-orbit coupling) and `b_k` (exchange field). -/
def hamiltonian (h : Matrix n n ℝ) (a b : Fin 3 → Matrix n n ℝ) :
    Matrix (n × Fin 2) (n × Fin 2) ℂ :=
  h.map Complex.ofReal ⊗ₖ (1 : Matrix (Fin 2) (Fin 2) ℂ) +
    ∑ k, (Complex.I • (a k).map Complex.ofReal + (b k).map Complex.ofReal) ⊗ₖ pauli k

/-- The spin-independent overlap operator `s ⊗ 1` of a real matrix `s`. -/
def overlap (s : Matrix n n ℝ) : Matrix (n × Fin 2) (n × Fin 2) ℂ :=
  s.map Complex.ofReal ⊗ₖ (1 : Matrix (Fin 2) (Fin 2) ℂ)

/-- The Sternheimer operator `H(b) - z S` at complex energy `z`. -/
def sternheimer (h : Matrix n n ℝ) (a b : Fin 3 → Matrix n n ℝ) (s : Matrix n n ℝ) (z : ℂ) :
    Matrix (n × Fin 2) (n × Fin 2) ℂ :=
  hamiltonian h a b - z • overlap s
```

Neither symmetry of the matrices nor positivity of `s` is assumed. A Hermitian model has $h,b_k$ symmetric and $a_k$ antisymmetric.

```lean
/-- The matrix elements of the Hamiltonian between orbitals `i`, `j` with spins `σ`, `τ`. -/
lemma hamiltonian_apply (h : Matrix n n ℝ) (a b : Fin 3 → Matrix n n ℝ) (i j : n)
    (σ τ : Fin 2) :
    hamiltonian h a b (i, σ) (j, τ) = (h i j : ℂ) * (1 : Matrix (Fin 2) (Fin 2) ℂ) σ τ +
      ∑ k, (Complex.I * (a k i j : ℂ) + (b k i j : ℂ)) * pauli k σ τ := by
  simp [hamiltonian, Matrix.sum_apply]
```

The next proof reads off the blocks found above: the real part of up-up gives $b_2$, and the real and imaginary parts of up-down give $b_0$ and $b_1$.

```lean
/-- Reversing the exchange field leaves the Hamiltonian unchanged exactly when all three
components of the field vanish. -/
theorem hamiltonian_neg_field_iff (h : Matrix n n ℝ) (a b : Fin 3 → Matrix n n ℝ) :
    hamiltonian h a (-b) = hamiltonian h a b ↔ ∀ k, b k = 0 := by
  constructor
  · intro H k
    ext i j
    -- the up-up block gives the z component, the up-down block the other two
    have huu := congrArg Complex.re (congrFun (congrFun H (i, 0)) (j, 0))
    have hre := congrArg Complex.re (congrFun (congrFun H (i, 0)) (j, 1))
    have him := congrArg Complex.im (congrFun (congrFun H (i, 0)) (j, 1))
    simp [hamiltonian_apply, pauli, Fin.sum_univ_three] at huu hre him
    fin_cases k
    · show b 0 i j = 0
      linarith
    · show b 1 i j = 0
      linarith
    · show b 2 i j = 0
      linarith
  · intro hb
    have hb0 : b = 0 := funext hb
    rw [hb0, neg_zero]
```

## Time reversal as an intertwiner

From here on the set of orbitals is finite.

```lean
variable [Fintype n] [DecidableEq n]

/-- Time reversal of a spinor: `Θ v = (1 ⊗ i σ_y) conj v`. -/
def theta (v : n × Fin 2 → ℂ) : n × Fin 2 → ℂ :=
  ((1 : Matrix n n ℂ) ⊗ₖ (Complex.I • pauli 1)) *ᵥ star v

/-- The up component of `Θ v` is the conjugate of the down component of `v`. -/
lemma theta_up (v : n × Fin 2 → ℂ) (i : n) : theta v (i, 0) = conj (v (i, 1)) := by
  simp [theta, Matrix.mulVec, dotProduct, Fintype.sum_prod_type, Matrix.one_apply, pauli]

/-- The down component of `Θ v` is minus the conjugate of the up component of `v`. -/
lemma theta_down (v : n × Fin 2 → ℂ) (i : n) : theta v (i, 1) = -conj (v (i, 0)) := by
  simp [theta, Matrix.mulVec, dotProduct, Fintype.sum_prod_type, Matrix.one_apply, pauli]
```

These components give $\Theta^2=-1$.

```lean
/-- Time reversal applied twice changes the sign of a spinor. -/
theorem theta_theta (v : n × Fin 2 → ℂ) : theta (theta v) = -v := by
  funext ⟨i, σ⟩
  revert σ
  refine Fin.forall_fin_two.mpr ⟨?_, ?_⟩
  · simp [theta_up, theta_down]
  · simp [theta_up, theta_down]
```

The central identity is checked separately for each output spin. `Finset.sum_congr` reduces it to one orbital `j`, where inserting the Pauli matrices leaves an algebraic identity for `ring`.

```lean
/-- Time reversal carries the Hamiltonian in the field `b` into the one in the field `-b`. -/
theorem theta_hamiltonian (h : Matrix n n ℝ) (a b : Fin 3 → Matrix n n ℝ)
    (v : n × Fin 2 → ℂ) :
    theta (hamiltonian h a b *ᵥ v) = hamiltonian h a (-b) *ᵥ theta v := by
  funext ⟨i, σ⟩
  revert σ
  -- compare the two spin components, orbital by orbital
  refine Fin.forall_fin_two.mpr ⟨?_, ?_⟩
  · simp only [theta_up, theta_down, Matrix.mulVec, dotProduct, Fintype.sum_prod_type,
      Fin.sum_univ_two, hamiltonian_apply, map_sum]
    refine Finset.sum_congr rfl fun j _ => ?_
    simp [pauli, Fin.sum_univ_three]
    ring
  · simp only [theta_up, theta_down, Matrix.mulVec, dotProduct, Fintype.sum_prod_type,
      Fin.sum_univ_two, hamiltonian_apply, map_sum, ← Finset.sum_neg_distrib]
    refine Finset.sum_congr rfl fun j _ => ?_
    simp [pauli, Fin.sum_univ_three]
    ring
```

The overlap is the special case of a Hamiltonian without spin terms.

```lean
/-- Time reversal commutes with the overlap operator. -/
lemma theta_overlap (s : Matrix n n ℝ) (v : n × Fin 2 → ℂ) :
    theta (overlap s *ᵥ v) = overlap s *ᵥ theta v := by
  have hs : hamiltonian s 0 0 = overlap s := by
    ext ⟨i, σ⟩ ⟨j, τ⟩
    simp [hamiltonian_apply, overlap]
  have key := theta_hamiltonian s 0 0 v
  rwa [neg_zero, hs] at key

/-- Time reversal respects differences of spinors. -/
lemma theta_sub (v w : n × Fin 2 → ℂ) : theta (v - w) = theta v - theta w := by
  simp [theta, Matrix.mulVec_sub]

/-- Time reversal conjugates scalar factors. -/
lemma theta_smul (z : ℂ) (v : n × Fin 2 → ℂ) : theta (z • v) = conj z • theta v := by
  simp [theta, Matrix.mulVec_smul]
```

Together, these rules move $\Theta$ through the whole Sternheimer operator.

```lean
/-- Time reversal carries `H(b) - z S` into `H(-b) - conj z S`. -/
lemma theta_sternheimer (h : Matrix n n ℝ) (a b : Fin 3 → Matrix n n ℝ) (s : Matrix n n ℝ)
    (z : ℂ) (v : n × Fin 2 → ℂ) :
    theta (sternheimer h a b s z *ᵥ v) = sternheimer h a (-b) s (conj z) *ᵥ theta v := by
  simp only [sternheimer, Matrix.sub_mulVec, Matrix.smul_mulVec, theta_sub, theta_smul,
    theta_hamiltonian, theta_overlap]
```

In the main equivalence, the reverse direction applies `theta` once more and cancels the two minus signs. It concerns given `x` and `y`; existence and uniqueness of a solution are not claimed, and at an eigenvalue the operator is singular.

```lean
/-- A spinor `x` solves the Sternheimer equation with source `y` in the field `b` at complex
energy `z` iff `Θ x` solves it with source `Θ y` in the field `-b` at energy `conj z`. -/
theorem sternheimer_reversal (h : Matrix n n ℝ) (a b : Fin 3 → Matrix n n ℝ)
    (s : Matrix n n ℝ) (z : ℂ) (x y : n × Fin 2 → ℂ) :
    sternheimer h a b s z *ᵥ x = y ↔
      sternheimer h a (-b) s (conj z) *ᵥ theta x = theta y := by
  rw [← theta_sternheimer]
  constructor
  · intro hx
    rw [hx]
  · intro hx
    -- apply time reversal once more and cancel the sign
    have h2 := congrArg theta hx
    rw [theta_theta, theta_theta] at h2
    exact neg_injective h2
```

## First-order response and magnetization

For perturbing matrices $h_1,a_{1,k},b_{1,k},s_1$, write $H_1(b_1)$ and $S_1$ for the operators built in the same way. The first-order equation is

$$(H(b)-eS)x_1=e_1Sx_0-(H_1(b_1)-eS_1)x_0,$$

where $b_1$ now denotes the whole perturbing field, not the $y$ component of $b$, and $x_0,x_1$ denote whole spinors: $x_0$ is the unperturbed state at energy $e$, $x_1$ its first-order change, and the real number $e_1$ the first-order change of the energy. The equivalence below does not use the unperturbed equation for $x_0$. Applying $\Theta$ to the right-hand side reverses $b_1$ as well.

```lean
/-- At real energy `e`, `x₁` solves the first-order equation for the perturbation
`(h₁, a₁, b₁, s₁)` of the state `x₀`, with first-order energy `e₁`, iff `Θ x₁` solves the one
for `Θ x₀` with both the field `b` and the perturbing field `b₁` reversed. -/
theorem linear_response_reversal (h h₁ s s₁ : Matrix n n ℝ)
    (a b a₁ b₁ : Fin 3 → Matrix n n ℝ) (e e₁ : ℝ) (x₀ x₁ : n × Fin 2 → ℂ) :
    sternheimer h a b s e *ᵥ x₁ =
        (e₁ : ℂ) • (overlap s *ᵥ x₀) - sternheimer h₁ a₁ b₁ s₁ e *ᵥ x₀ ↔
      sternheimer h a (-b) s e *ᵥ theta x₁ =
        (e₁ : ℂ) • (overlap s *ᵥ theta x₀) - sternheimer h₁ a₁ (-b₁) s₁ e *ᵥ theta x₀ := by
  rw [sternheimer_reversal, theta_sub, theta_smul, theta_overlap, theta_sternheimer]
  simp only [Complex.conj_ofReal]
```

Thus, for fixed real matrices in a finite basis, a linear-response code can obtain a solution for the state $\Theta x_0$ with both fields reversed by conjugating $x_1$, swapping its spin components and changing the sign of the new down component. The self-consistent update of those matrices is not modelled.

For spin-density matrix elements, $\Theta$ conjugates inner products, and $(p\otimes\sigma_k)\Theta y=-\Theta(p\otimes\sigma_k)y$ for real $p$.

```lean
/-- Time reversal conjugates inner products of spinors. -/
lemma theta_dotProduct (x y : n × Fin 2 → ℂ) :
    star (theta x) ⬝ᵥ theta y = conj (star x ⬝ᵥ y) := by
  simp only [dotProduct, Fintype.sum_prod_type, Fin.sum_univ_two, Pi.star_apply, theta_up,
    theta_down, map_sum]
  refine Finset.sum_congr rfl fun j _ => ?_
  simp
  ring
```

The last proof obtains this sign by treating $p\otimes\sigma_k$ as a pure exchange field.

```lean
/-- For a real orbital matrix `p`, the matrix element of `p ⊗ σ_k` between time-reversed
spinors is minus the conjugate of the original one. -/
theorem magnetization_reversal (p : Matrix n n ℝ) (k : Fin 3) (x y : n × Fin 2 → ℂ) :
    star (theta x) ⬝ᵥ ((p.map Complex.ofReal ⊗ₖ pauli k) *ᵥ theta y) =
      -conj (star x ⬝ᵥ ((p.map Complex.ofReal ⊗ₖ pauli k) *ᵥ y)) := by
  -- `p ⊗ σ_k` is the Hamiltonian of a pure exchange field along `k`
  have hp : ∀ q : Matrix n n ℝ,
      hamiltonian 0 0 (Pi.single k q) = q.map Complex.ofReal ⊗ₖ pauli k := by
    intro q
    ext ⟨i, σ⟩ ⟨j, τ⟩
    rw [hamiltonian_apply, Finset.sum_eq_single k]
    · simp
    · intro l _ hl
      simp [Pi.single_eq_of_ne hl]
    · simp
  have hneg : (-p).map Complex.ofReal ⊗ₖ pauli k = -(p.map Complex.ofReal ⊗ₖ pauli k) := by
    ext ⟨i, σ⟩ ⟨j, τ⟩
    simp
  have key := theta_hamiltonian 0 0 (Pi.single k p) y
  rw [← Pi.single_neg, hp, hp, hneg, Matrix.neg_mulVec] at key
  rw [← theta_dotProduct, key, dotProduct_neg, neg_neg]

end

end NoncollinearSternheimer
```

```lean
#print axioms NoncollinearSternheimer.hamiltonian_neg_field_iff
#print axioms NoncollinearSternheimer.linear_response_reversal
#print axioms NoncollinearSternheimer.magnetization_reversal
```

```
'NoncollinearSternheimer.hamiltonian_neg_field_iff' depends on axioms: [propext, Classical.choice, Quot.sound]
'NoncollinearSternheimer.linear_response_reversal' depends on axioms: [propext, Classical.choice, Quot.sound]
'NoncollinearSternheimer.magnetization_reversal' depends on axioms: [propext, Classical.choice, Quot.sound]
```

## Complex orbital matrices

The orbital matrices could have been arbitrary complex ones, as at a general Bloch wave vector. Time reversal would then replace $h$ and $s$ by their conjugates, and the coefficient $c_k$ of $\sigma_k$ by $-\bar c_k$. With real localized orbitals this relates wave vector $\mathbf k$ to $-\mathbf k$, so the reversed equation would generally belong to a different Bloch Hamiltonian.
